# For $b>0$, every Legendre moment of $e^{bx}$ is positive and at most $2e^b(b/2)^l/l!$

## Legendre polynomials and moments

For a natural number $l$, the Legendre polynomial is defined by the Rodrigues formula

$$P_l(x)=\frac{1}{2^l\,l!}\,\frac{d^l}{dx^l}(x^2-1)^l .$$

The Legendre moment of a function $f$ is

$$M_l[f]=\int_{-1}^{1} f(x)\,P_l(x)\,dx ,$$

without the factor $(2l+1)/2$ of a Legendre expansion coefficient. For a real exponent $b$, write $M_l(b)$ for the moment of $e^{bx}$.

## Where the moments enter a two-electron integral

For a diatomic molecule with internuclear distance $R$, the elliptic coordinates of electron $i$ are $\xi_i\ge 1$ and $\eta_i\in[-1,1]$. For axially symmetric charge distributions, the Neumann expansion of the repulsion reduces to

$$\frac{1}{r_{12}}\;\to\;\frac{2}{R}\sum_{l}(2l+1)\,P_l(\xi_<)\,Q_l(\xi_>)\,P_l(\eta_1)\,P_l(\eta_2),$$

where $\xi_<$ and $\xi_>$ are the smaller and larger of $\xi_1,\xi_2$, and $Q_l$ is the Legendre function of the second kind. Each $\eta$ integration then produces Legendre moments.

James-Coolidge functions without powers of $r_{12}$ are polynomial in $\eta_1$ and $\eta_2$, so their moments vanish above a certain $l$ and the sum stops. Kolos-Wolniewicz functions also contain exponentials in $\eta$. For a pure exponential with $b\neq0$ no moment vanishes, but the moments fall factorially.

## What the theorems state

In Lean, `legendreP l` is a real polynomial, with `derivative^[l]` the $l$-fold derivative. `legendreMoment f l` is $M_l[f]$, and `kwMoment b l` is $M_l(b)$; the variable $x$ plays the role of $\eta$.

- `kwMoment_pos_and_le`: if $b>0$, then for every $l$
$$0<M_l(b)\le \frac{2e^b(b/2)^l}{l!}.$$
- `kwMoment_ne_zero`: if $b\ne0$, no $M_l(b)$ is zero.
- `polynomial_moment_eq_zero`: the moment of a polynomial vanishes for every $l$ above its degree.
- `truncation_error`: if $b>0$ and $|w_l|\le c$ for all $l$, then $\sum_l w_lM_l(b)$ converges, and keeping the terms $l=0,\dots,L-1$ leaves an error of at most
$$\frac{2c\,e^{3b/2}(b/2)^L}{L!}.$$

The numbers $w_l$ stand for everything else in the $l$-th term: the factor $2l+1$, the $\xi$ integral and the moment of the other electron. Their boundedness is assumed, not derived from a wave function. Convergence is stated separately as `Summable`, because Lean's infinite sum `∑'` is zero by convention when a series is not summable.

The exponential bounds concern $e^{bx}$ alone. Powers of $\eta$ multiplying the exponential, including the $\eta^2$ from the volume element, and the associated Legendre functions of non-axial terms would need estimates of their own.

## Moving the derivatives onto the function

Let $f$ be smooth and put $u(x)=(x^2-1)^l$. Each differentiation lowers the power of $x^2-1$ by at most one, so for $m<l$ the derivative $u^{(m)}$ still contains the factor $(x^2-1)^{l-m}$ and vanishes at $x=\pm1$. Integration by parts therefore has no boundary terms:

$$\int_{-1}^1 f\,u^{(l)}dx=-\int_{-1}^1 f'\,u^{(l-1)}dx=\dots=(-1)^l\int_{-1}^1 f^{(l)}u\,dx .$$

Since $(-1)^l(x^2-1)^l=(1-x^2)^l$,

$$M_l[f]=\frac{1}{2^l\,l!}\int_{-1}^1 f^{(l)}(x)\,(1-x^2)^l\,dx .$$

If $f$ is a polynomial of degree below $l$, then $f^{(l)}=0$ and the moment vanishes. If $f=e^{bx}$, then $f^{(l)}=b^le^{bx}$ and

$$M_l(b)=\frac{b^l}{2^l\,l!}\int_{-1}^1 e^{bx}(1-x^2)^l\,dx .$$

Let $b>0$. The integrand is positive for $-1<x<1$, so $M_l(b)>0$. On the interval $e^{bx}\le e^b$ and $(1-x^2)^l\le1$, so the integral is at most $2e^b$, which gives the upper bound.

Substituting $x\to-x$ leaves the weight unchanged and gives $M_l(-b)=(-1)^lM_l(b)$. Hence the moments for negative exponents are nonzero too.

## Summing the tail

The error after $L$ terms is the tail, whose terms have index $n+L$ with $n\ge0$. The binomial coefficient $(n+L)!/(n!\,L!)$ is a positive integer, so $n!\,L!\le(n+L)!$. Therefore

$$\Big|\sum_{n\ge0}w_{n+L}M_{n+L}(b)\Big|\le\sum_{n\ge0}\frac{2c\,e^b(b/2)^{n+L}}{(n+L)!}\le\frac{2c\,e^b(b/2)^L}{L!}\sum_{n\ge0}\frac{(b/2)^n}{n!}.$$

The last sum is $e^{b/2}$, and $e^b e^{b/2}=e^{3b/2}$.

## Choosing the length of the Neumann sum

In a matrix element of $1/r_{12}$ between basis functions without powers of $r_{12}$, a product of two exponential terms, one from each function, gives each electron a net exponent $b$ in $\eta$, the sum of that electron's two exponents. If the exponents cancel for at least one electron, its distribution is polynomial in $\eta$ and the sum for this product ends by itself. When the sum does not end, a program that evaluates it term by term stops at some $L$.

For the pure exponential part with $c=1$, the bound is about $2.4\times10^{-9}$ at $b=1$, $L=10$, and about $3.5\times10^{-10}$ at $b=4$, $L=20$. The bound grows with $b$, so a larger exponent can require a larger $L$ for the same guaranteed accuracy. Its factor $(b/2)^L/L!$ begins to fall only once $L$ exceeds $b/2$. The actual error may be smaller than the bound. For a negative exponent the same bound holds with $|b|$ in place of $b$, since the factor $(-1)^l$ can be absorbed into $w_l$.

## Zero exponent and unbounded coefficients

At $b=0$ the exponential is the constant 1, and $M_1(0)=\int_{-1}^1x\,dx=0$. A nonzero exponent is thus needed if no moment is to vanish.

For the series, take $b>0$ and $w_l=1/M_l(b)$. Every term equals 1 and the sum diverges, so some limit on the growth of the coefficients is necessary. These $w_l$ grow at least as fast as $l!/(2e^b(b/2)^l)$, so the example does not show that boundedness itself is needed.

## The Lean file

```lean
import Mathlib

open Polynomial

namespace KolosWolniewiczMoments

noncomputable section

/-- The Legendre polynomial of degree `l`, given by the Rodrigues formula. -/
def legendreP (l : ℕ) : ℝ[X] :=
  C (1 / (2 ^ l * (l.factorial : ℝ))) * derivative^[l] ((X ^ 2 - 1) ^ l)

/-- The Legendre moment of a continuous function `f`: its integral over `[-1, 1]` against
the Legendre polynomial of degree `l`. -/
def legendreMoment (f : ℝ → ℝ) (l : ℕ) : ℝ :=
  ∫ x in (-1 : ℝ)..1, f x * (legendreP l).eval x

/-- The Legendre moment of the Kolos-Wolniewicz exponential `exp (b x)`. -/
def kwMoment (b : ℝ) (l : ℕ) : ℝ :=
  legendreMoment (fun x => Real.exp (b * x)) l

/-- Derivatives of `(x² - 1)^l` of order below `l` vanish at the endpoints `x = ±1`. -/
theorem rodrigues_endpoint {l m : ℕ} (h : m < l) {x : ℝ} (hx : x ^ 2 = 1) :
    (derivative^[m] ((X ^ 2 - 1 : ℝ[X]) ^ l)).eval x = 0 := by
  obtain ⟨q, hq⟩ := pow_sub_dvd_iterate_derivative_pow (X ^ 2 - 1 : ℝ[X]) l m
  have h0 : (X ^ 2 - 1 : ℝ[X]).eval x = 0 := by
    simp only [eval_sub, eval_pow, eval_X, eval_one, hx, sub_self]
  rw [hq, eval_mul, eval_pow, h0, zero_pow (by omega), zero_mul]

/-- Up to `l` derivatives can be moved from `(x² - 1)^l` onto a smooth function without
boundary terms; `F k` is the `k`-th member of a chain of successive derivatives. -/
theorem integral_by_parts (F : ℕ → ℝ → ℝ)
    (hF : ∀ k x, HasDerivAt (F k) (F (k + 1) x) x) (l m : ℕ) (hm : m ≤ l) (k : ℕ) :
    ∫ x in (-1 : ℝ)..1, F k x * (derivative^[m] ((X ^ 2 - 1 : ℝ[X]) ^ l)).eval x =
      (-1) ^ m * ∫ x in (-1 : ℝ)..1, F (k + m) x * ((X ^ 2 - 1 : ℝ[X]) ^ l).eval x := by
  induction m generalizing k with
  | zero => simp
  | succ m ih =>
    have hc : ∀ j, Continuous (F j) := fun j =>
      continuous_iff_continuousAt.2 fun x => (hF j x).continuousAt
    have hv : ∀ x : ℝ, HasDerivAt
        (fun y => (derivative^[m] ((X ^ 2 - 1 : ℝ[X]) ^ l)).eval y)
        ((derivative^[m + 1] ((X ^ 2 - 1 : ℝ[X]) ^ l)).eval x) x := by
      intro x
      rw [Function.iterate_succ_apply']
      exact Polynomial.hasDerivAt _ x
    have h := intervalIntegral.integral_mul_deriv_eq_deriv_mul (a := (-1 : ℝ)) (b := 1)
      (fun x _ => hF k x) (fun x _ => hv x)
      ((hc (k + 1)).intervalIntegrable _ _)
      ((Polynomial.continuous _).intervalIntegrable _ _)
    -- both boundary terms vanish
    have e1 := rodrigues_endpoint (l := l) (m := m) (x := 1) (by omega) (by norm_num)
    have e2 := rodrigues_endpoint (l := l) (m := m) (x := -1) (by omega) (by norm_num)
    rw [h, e1, e2, ih (by omega) (k + 1), show k + (m + 1) = k + 1 + m by omega]
    ring

/-- The Legendre moment of a smooth function is the integral of its `l`-th derivative
against the weight `(1 - x²)^l`, divided by `2^l l!`. -/
theorem legendreMoment_eq (F : ℕ → ℝ → ℝ)
    (hF : ∀ k x, HasDerivAt (F k) (F (k + 1) x) x) (l : ℕ) :
    legendreMoment (F 0) l = 1 / (2 ^ l * (l.factorial : ℝ)) *
      ∫ x in (-1 : ℝ)..1, F l x * (1 - x ^ 2) ^ l := by
  have h := integral_by_parts F hF l l le_rfl 0
  have e : ∀ x, F 0 x * (legendreP l).eval x = 1 / (2 ^ l * (l.factorial : ℝ)) *
      (F 0 x * (derivative^[l] ((X ^ 2 - 1 : ℝ[X]) ^ l)).eval x) := by
    intro x
    rw [legendreP, eval_mul, eval_C]
    ring
  have s : ∀ x : ℝ, F l x * (1 - x ^ 2) ^ l =
      (-1) ^ l * (F l x * ((X ^ 2 - 1 : ℝ[X]) ^ l).eval x) := by
    intro x
    have hx : 1 - x ^ 2 = (-1) * (x ^ 2 - 1) := by ring
    rw [hx, mul_pow]
    simp only [eval_pow, eval_sub, eval_X, eval_one]
    ring
  unfold legendreMoment
  simp only [e, s, intervalIntegral.integral_const_mul]
  rw [h, zero_add]

/-- James-Coolidge termination: the Legendre moments of a polynomial vanish for every `l`
above its degree. -/
theorem polynomial_moment_eq_zero (q : ℝ[X]) {l : ℕ} (h : q.natDegree < l) :
    legendreMoment (fun x => q.eval x) l = 0 := by
  have hF : ∀ (k : ℕ) (x : ℝ), HasDerivAt (fun y => (derivative^[k] q).eval y)
      ((derivative^[k + 1] q).eval x) x := by
    intro k x
    rw [Function.iterate_succ_apply']
    exact Polynomial.hasDerivAt _ x
  have h1 := legendreMoment_eq (fun k x => (derivative^[k] q).eval x) hF l
  simpa [iterate_derivative_eq_zero h] using h1

/-- The exponential moment is `b^l / (2^l l!)` times the integral of
`exp (b x) (1 - x²)^l` over `[-1, 1]`. -/
theorem kwMoment_eq (b : ℝ) (l : ℕ) :
    kwMoment b l = b ^ l / (2 ^ l * (l.factorial : ℝ)) *
      ∫ x in (-1 : ℝ)..1, Real.exp (b * x) * (1 - x ^ 2) ^ l := by
  have hF : ∀ (k : ℕ) (x : ℝ), HasDerivAt (fun y => b ^ k * Real.exp (b * y))
      (b ^ (k + 1) * Real.exp (b * x)) x := fun k x =>
    ((((hasDerivAt_id' x).const_mul b).exp).const_mul (b ^ k)).congr_deriv (by ring)
  have h := legendreMoment_eq (fun k x => b ^ k * Real.exp (b * x)) hF l
  simp only [pow_zero, one_mul, mul_assoc, intervalIntegral.integral_const_mul] at h
  rw [kwMoment, h]
  ring

/-- For `b > 0` every Legendre moment of `exp (b x)` is positive and at most
`2 exp(b) (b/2)^l / l!`. -/
theorem kwMoment_pos_and_le {b : ℝ} (hb : 0 < b) (l : ℕ) :
    0 < kwMoment b l ∧
      kwMoment b l ≤ 2 * Real.exp b * (b / 2) ^ l / (l.factorial : ℝ) := by
  have hc : Continuous (fun x : ℝ => Real.exp (b * x) * (1 - x ^ 2) ^ l) := by fun_prop
  have hpos : 0 < ∫ x in (-1 : ℝ)..1, Real.exp (b * x) * (1 - x ^ 2) ^ l := by
    refine intervalIntegral.intervalIntegral_pos_of_pos_on
      (hc.intervalIntegrable _ _) (fun x hx => ?_) (by norm_num)
    have h1 : 0 < 1 - x ^ 2 := by nlinarith [hx.1, hx.2]
    positivity
  -- on the interval the exponential is at most `exp b` and the weight at most one
  have hle : ∫ x in (-1 : ℝ)..1, Real.exp (b * x) * (1 - x ^ 2) ^ l ≤ 2 * Real.exp b := by
    have hi : IntervalIntegrable (fun x : ℝ => Real.exp (b * x) * (1 - x ^ 2) ^ l)
        MeasureTheory.volume (-1) 1 := hc.intervalIntegrable _ _
    have hk : IntervalIntegrable (fun _ : ℝ => Real.exp b)
        MeasureTheory.volume (-1) 1 := continuous_const.intervalIntegrable _ _
    have h : ∫ x in (-1 : ℝ)..1, Real.exp (b * x) * (1 - x ^ 2) ^ l ≤
        ∫ _x in (-1 : ℝ)..1, Real.exp b :=
      intervalIntegral.integral_mono_on (by norm_num) hi hk (fun x hx => by
        have h1 : 0 ≤ 1 - x ^ 2 := by nlinarith [hx.1, hx.2]
        have h2 : (1 - x ^ 2) ^ l ≤ 1 := pow_le_one₀ h1 (by nlinarith [sq_nonneg x])
        have h3 : Real.exp (b * x) ≤ Real.exp b :=
          Real.exp_le_exp.2 (by nlinarith [hx.2])
        exact (mul_le_of_le_one_right (Real.exp_pos _).le h2).trans h3)
    rw [intervalIntegral.integral_const, smul_eq_mul] at h
    linarith
  rw [kwMoment_eq]
  refine ⟨mul_pos (by positivity) hpos, ?_⟩
  refine (mul_le_mul_of_nonneg_left hle (by positivity)).trans (le_of_eq ?_)
  rw [div_pow]
  field_simp

/-- Reversing the sign of the exponent multiplies the moment by `(-1)^l`. -/
theorem kwMoment_neg (b : ℝ) (l : ℕ) : kwMoment (-b) l = (-1) ^ l * kwMoment b l := by
  have h := intervalIntegral.integral_comp_neg (a := (-1 : ℝ)) (b := 1)
    (fun x => Real.exp (b * x) * (1 - x ^ 2) ^ l)
  simp only [neg_neg, neg_sq, mul_neg] at h
  rw [kwMoment_eq, kwMoment_eq]
  simp only [neg_mul]
  rw [h, neg_pow b]
  ring

/-- For a nonzero exponent of either sign, no Legendre moment of the exponential vanishes. -/
theorem kwMoment_ne_zero {b : ℝ} (hb : b ≠ 0) (l : ℕ) : kwMoment b l ≠ 0 := by
  rcases lt_or_gt_of_ne hb with h | h
  · have h1 := (kwMoment_pos_and_le (neg_pos.2 h) l).1
    rw [kwMoment_neg] at h1
    exact right_ne_zero_of_mul h1.ne'
  · exact (kwMoment_pos_and_le h l).1.ne'

/-- For `b > 0`, a series of exponential moments with coefficients bounded by `c` converges,
and cutting it after `L` terms costs at most `2 c exp(3b/2) (b/2)^L / L!`. -/
theorem truncation_error {b : ℝ} (hb : 0 < b) (w : ℕ → ℝ) (c : ℝ)
    (hw : ∀ l, |w l| ≤ c) (L : ℕ) :
    Summable (fun l => w l * kwMoment b l) ∧
      |∑' l, w l * kwMoment b l - ∑ l ∈ Finset.range L, w l * kwMoment b l| ≤
        2 * c * Real.exp (3 * b / 2) * (b / 2) ^ L / (L.factorial : ℝ) := by
  have hc : 0 ≤ c := (abs_nonneg _).trans (hw 0)
  let K : ℝ := 2 * c * Real.exp b * (b / 2) ^ L / (L.factorial : ℝ)
  have hK : 0 ≤ K := by positivity
  -- compare the tail with the exponential series, using `n! L! ≤ (n + L)!`
  have bound : ∀ n : ℕ, ‖w (n + L) * kwMoment b (n + L)‖ ≤
      K * ((b / 2) ^ n / (n.factorial : ℝ)) := by
    intro n
    obtain ⟨h0, h1⟩ := kwMoment_pos_and_le hb (n + L)
    have hf : (n.factorial : ℝ) * (L.factorial : ℝ) ≤ ((n + L).factorial : ℝ) := by
      exact_mod_cast Nat.le_of_dvd (Nat.factorial_pos _)
        (Nat.factorial_mul_factorial_dvd_factorial_add n L)
    have h2 : 2 * Real.exp b * (b / 2) ^ (n + L) / ((n + L).factorial : ℝ) ≤
        2 * Real.exp b * (b / 2) ^ (n + L) / ((n.factorial : ℝ) * (L.factorial : ℝ)) :=
      div_le_div_of_nonneg_left (by positivity) (by positivity) hf
    rw [Real.norm_eq_abs, abs_mul, abs_of_pos h0]
    refine (mul_le_mul (hw _) (h1.trans h2) h0.le hc).trans (le_of_eq ?_)
    simp only [K, pow_add]
    field_simp
  have hs : Summable (fun n : ℕ => (b / 2) ^ n / (n.factorial : ℝ)) :=
    Real.summable_pow_div_factorial (b / 2)
  have ha : Summable (fun l => w l * kwMoment b l) :=
    (summable_nat_add_iff L).1 (Summable.of_norm_bounded (hs.mul_left K) bound)
  refine ⟨ha, ?_⟩
  have hexp : ∑' n : ℕ, (b / 2) ^ n / (n.factorial : ℝ) ≤ Real.exp (b / 2) :=
    Real.tsum_le_of_sum_range_le (fun n => by positivity)
      (fun n => Real.sum_le_exp_of_nonneg (by positivity) n)
  have ht := tsum_of_norm_bounded (hs.mul_left K).hasSum bound
  rw [tsum_mul_left, Real.norm_eq_abs] at ht
  rw [← ha.sum_add_tsum_nat_add L, add_sub_cancel_left]
  refine (ht.trans (mul_le_mul_of_nonneg_left hexp hK)).trans (le_of_eq ?_)
  rw [show 3 * b / 2 = b + b / 2 by ring, Real.exp_add]
  simp only [K]
  ring

end

end KolosWolniewiczMoments
```

```lean
#print axioms KolosWolniewiczMoments.polynomial_moment_eq_zero
#print axioms KolosWolniewiczMoments.kwMoment_pos_and_le
#print axioms KolosWolniewiczMoments.kwMoment_ne_zero
#print axioms KolosWolniewiczMoments.truncation_error
```

```
'KolosWolniewiczMoments.polynomial_moment_eq_zero' depends on axioms: [propext, Classical.choice, Quot.sound]
'KolosWolniewiczMoments.kwMoment_pos_and_le' depends on axioms: [propext, Classical.choice, Quot.sound]
'KolosWolniewiczMoments.kwMoment_ne_zero' depends on axioms: [propext, Classical.choice, Quot.sound]
'KolosWolniewiczMoments.truncation_error' depends on axioms: [propext, Classical.choice, Quot.sound]
```

## From endpoint zeros to the two bounds

`rodrigues_endpoint` obtains the surviving factor $(x^2-1)^{l-m}$ from a Mathlib divisibility lemma and evaluates it where $x^2=1$.

`integral_by_parts` represents a smooth function by a chain `F`, in which `F (k + 1)` is the derivative of `F k` on the whole real line. The induction on `m` moves one derivative per step. It is stated for every starting index `k`, because each step replaces `F k` by `F (k + 1)`. The facts `e1` and `e2` remove the two boundary terms.

`legendreMoment_eq` takes `m = l` and `k = 0`, then absorbs the sign into $(1-x^2)^l$. Two choices of chain give the two cases: `polynomial_moment_eq_zero` uses the successive derivatives of `q`, and `kwMoment_eq` uses $b^ke^{bx}$.

In `kwMoment_pos_and_le`, `hpos` is the positivity of the integral, from a positive integrand on the open interval. `hle` compares the integrand with the constant $e^b$. Multiplying by the positive prefactor gives both bounds. `kwMoment_neg` performs the reflection, and `kwMoment_ne_zero` uses it to reduce negative $b$ to positive $b$.

## From the moment bound to the truncation error

In `truncation_error`, `K` is the constant $2c\,e^b(b/2)^L/L!$. The step `bound` estimates each tail term by `K` times a term of the exponential series, with `hf` supplying the factorial inequality. Comparison with that series makes the tail summable, and restoring the first $L$ terms gives `ha`.

The step `hexp` bounds the exponential series by $e^{b/2}$ through its partial sums, and `ht` bounds the absolute value of the tail. The closing rewrites identify the truncation error with this tail and combine the two exponentials.
